# Exchanging adjacent orbitals with d local states multiplies the exact bond dimension between them by at most d², and this factor is attained

## Orbitals, cuts and amplitudes

In a DMRG calculation the orbitals stand in a line, and their order affects how large the matrices of the wavefunction must be. Take two neighbouring orbitals and exchange them. How much can the bond dimension between them grow?

Write the amplitudes of the state as ψ(a,s,t,b). Here s and t are the local states of the two orbitals, a is a basis state of everything to their left, and b is one of everything to their right. Each orbital has d local states. The bond dimension r is the rank of ψ as a matrix with rows (a,s) and columns (t,b). It is the smallest size that represents the state exactly at this cut, whereas in DMRG practice the same name often means the number of states kept after truncation.

```lean
import Mathlib

open Matrix

namespace OrbitalSwapBondDimension

variable {α β σ κ : Type*} [Fintype α] [Fintype β] [Fintype σ] [Fintype κ]
```

The four letters stand for finite index sets. The states a lie in `α`, the states b in `β`, and both s and t in `σ`, so d is the size of `σ`. The set `κ` supplies extra labels for an example further down. None of these letters denotes a spin here.

```lean
/-- The amplitudes `ψ(a,s,t,b)` as a matrix across the bond between the two orbitals,
with rows `(a,s)` and columns `(t,b)`. -/
def bondMatrix (ψ : α → σ → σ → β → ℂ) : Matrix (α × σ) (σ × β) ℂ :=
  Matrix.of fun x y => ψ x.1 x.2 y.1 y.2
```

Lean writes ψ(a,s,t,b) as `ψ a s t b`. A row `x` is a pair with components `x.1` and `x.2`, so this is the matrix M with entries

M[(a,s),(t,b)] = ψ(a,s,t,b).

```lean
/-- The bond dimension between the two orbitals: the rank across `(a,s)` versus `(t,b)`. -/
noncomputable def bondDim (ψ : α → σ → σ → β → ℂ) : ℕ := (bondMatrix ψ).rank
```

`bondDim ψ` is r, the rank of M. It does not depend on the normalisation of a nonzero state.

```lean
/-- The amplitudes as a matrix across the bond to the left of both orbitals. -/
def leftMatrix (ψ : α → σ → σ → β → ℂ) : Matrix α (σ × σ × β) ℂ :=
  Matrix.of fun a y => ψ a y.1 y.2.1 y.2.2
```

This matrix cuts the chain to the left of both orbitals: rows a, columns (s,t,b).

```lean
/-- The amplitudes as a matrix across the bond to the right of both orbitals. -/
def rightMatrix (ψ : α → σ → σ → β → ℂ) : Matrix (α × σ × σ) β ℂ :=
  Matrix.of fun x b => ψ x.1 x.2.1 x.2.2 b
```

This one cuts to the right of both: rows (a,s,t), columns b.

## The exchange and its fermionic sign

```lean
/-- Exchange of the two orbitals in the ordering, with the fermionic sign `(-1)^(n s * n t)`,
where `n` is the electron number of a local state; `n = 0` is the plain exchange of indices. -/
def swapOrbitals (n : σ → ℕ) (ψ : α → σ → σ → β → ℂ) : α → σ → σ → β → ℂ :=
  fun a t s b => (-1) ^ (n s * n t) * ψ a s t b
```

The new tensor ψ' has the local states in the opposite order:

ψ'(a,t,s,b) = (−1)^(n(s) n(t)) ψ(a,s,t,b).

The function `n` gives the electron number of a local state. The sign stands for anticommutation: moving n(t) creation operators past n(s) others takes n(s) n(t) interchanges. That identification is the step from the model to real electrons, since the sign is written into the definition and not derived from operators. Setting n = 0 gives the plain exchange of indices.

```lean
/-- A fermionic sign squares to one. -/
theorem sign_mul_self (m : ℕ) : (-1 : ℂ) ^ m * (-1) ^ m = 1 := by
  rw [← mul_pow]
  norm_num
```

By hand, (−1)^m (−1)^m = ((−1)(−1))^m = 1. The proof merges the powers in the same way.

```lean
omit [Fintype α] [Fintype β] [Fintype σ] in
/-- Exchanging the two orbitals twice restores the state. -/
theorem swap_swap (n : σ → ℕ) (ψ : α → σ → σ → β → ℂ) :
    swapOrbitals n (swapOrbitals n ψ) = ψ := by
  funext a s t b
  simp only [swapOrbitals]
  rw [← mul_assoc, mul_comm (n t) (n s), sign_mul_self, one_mul]
```

Exchanging twice gives back ψ:

ψ''(a,s,t,b) = (−1)^(n(t) n(s)) ψ'(a,t,s,b) = (−1)^(n(t) n(s)) (−1)^(n(s) n(t)) ψ(a,s,t,b) = ψ(a,s,t,b).

`funext` reduces the equality of two tensors to equality at every index, and the rewriting then uses the previous lemma.

## The upper bound d²

```lean
/-- The rank of a finite sum of matrices is at most the sum of their ranks. -/
theorem rank_sum_le {ι m k : Type*} [Fintype k] [Fintype m] (S : Finset ι)
    (A : ι → Matrix m k ℂ) : (∑ i ∈ S, A i).rank ≤ ∑ i ∈ S, (A i).rank := by
  classical
  have add_le (B C : Matrix m k ℂ) : (B + C).rank ≤ B.rank + C.rank := by
    have h : LinearMap.range (B + C).mulVecLin ≤
        LinearMap.range B.mulVecLin ⊔ LinearMap.range C.mulVecLin := by
      rintro _ ⟨x, rfl⟩
      rw [Matrix.mulVecLin_add]
      exact Submodule.add_mem_sup ⟨x, rfl⟩ ⟨x, rfl⟩
    exact (Submodule.finrank_mono h).trans
      (Submodule.finrank_add_le_finrank_add_finrank _ _)
  induction S using Finset.induction_on with
  | empty => simp
  | insert i S hi ih =>
    rw [Finset.sum_insert hi, Finset.sum_insert hi]
    exact (add_le _ _).trans (Nat.add_le_add_left ih _)
```

For two matrices B and C, every vector in the range of B + C has the form Bx + Cx, so it lies in the sum of the two ranges. The dimension of a sum of subspaces is at most the sum of their dimensions, hence

rank(B + C) ≤ rank B + rank C.

This is `add_le` in the proof. Induction over the finite set `S` extends it to any finite sum.

```lean
/-- Exchanging two adjacent orbitals with `d` local states each multiplies the bond dimension
between them by at most `d ^ 2`. -/
theorem bondDim_swap_le (n : σ → ℕ) (ψ : α → σ → σ → β → ℂ) :
    bondDim (swapOrbitals n ψ) ≤ Fintype.card σ ^ 2 * bondDim ψ := by
  classical
  -- `L p` and `R p` cut out the block with local states `p = (s,t)` and put it in its new place
  let L : σ × σ → Matrix (α × σ) (α × σ) ℂ := fun p => Matrix.of fun x w =>
    if (x.1, p.1) = w then (if p.2 = x.2 then (-1) ^ (n p.1 * n p.2) else 0) else 0
  let R : σ × σ → Matrix (σ × β) (σ × β) ℂ := fun p => Matrix.of fun z y =>
    if (p.2, y.2) = z then (if p.1 = y.1 then 1 else 0) else 0
  have entry (p : σ × σ) (x : α × σ) (y : σ × β) : (L p * bondMatrix ψ * R p) x y =
      if p = (y.1, x.2) then (-1) ^ (n p.1 * n p.2) * ψ x.1 p.1 p.2 y.2 else 0 := by
    obtain ⟨s, t⟩ := p
    obtain ⟨a, t'⟩ := x
    obtain ⟨s', b⟩ := y
    simp only [L, R, Matrix.mul_apply, Matrix.of_apply, ite_mul, zero_mul, mul_ite,
      mul_zero, Finset.sum_ite_eq, Finset.mem_univ, if_true]
    by_cases h1 : s = s' <;> by_cases h2 : t = t' <;> simp [bondMatrix, h1, h2]
  have hsum : bondMatrix (swapOrbitals n ψ) = ∑ p, L p * bondMatrix ψ * R p := by
    ext x y
    rw [Matrix.sum_apply]
    simp only [entry, Finset.sum_ite_eq', Finset.mem_univ, if_true]
    rfl
  unfold bondDim
  rw [hsum]
  calc (∑ p, L p * bondMatrix ψ * R p).rank
      ≤ ∑ p, (L p * bondMatrix ψ * R p).rank := rank_sum_le _ _
    _ ≤ ∑ _p : σ × σ, (bondMatrix ψ).rank := Finset.sum_le_sum fun p _ =>
        (Matrix.rank_mul_le_left _ _).trans (Matrix.rank_mul_le_right _ _)
    _ = Fintype.card σ ^ 2 * (bondMatrix ψ).rank := by
        simp [Fintype.card_prod, sq]
```

The theorem says r' ≤ d² r, where r' is the rank of the exchanged matrix M', with rows (a,t) and columns (s,b). It holds for every ψ and every `n`.

Fix a pair p = (s,t). The matrix L_p selects the rows of M with first local state s, places them at rows (a,t) and supplies the sign. The matrix R_p selects the columns with second local state t and places them at columns (s,b). With δ the Kronecker delta, the product has entries

(L_p M R_p)[(a,t'),(s',b)] = δ(s,s') δ(t,t') (−1)^(n(s) n(t)) ψ(a,s,t,b).

This is the step named `entry`. Summing over p leaves only the term s = s', t = t', so

M' = Σ_p L_p M R_p,

which is `hsum`. Multiplying by a matrix on either side cannot raise the rank, so each term has rank at most r. There are d² pairs p, and the `calc` block adds up their ranks:

r' ≤ Σ_p rank(L_p M R_p) ≤ d² r.

```lean
/-- Exchanging two adjacent orbitals with `d` local states each divides the bond dimension
between them by at most `d ^ 2`. -/
theorem bondDim_le_swap (n : σ → ℕ) (ψ : α → σ → σ → β → ℂ) :
    bondDim ψ ≤ Fintype.card σ ^ 2 * bondDim (swapOrbitals n ψ) := by
  have h := bondDim_swap_le n (swapOrbitals n ψ)
  rwa [swap_swap] at h
```

Apply the bound to ψ' in place of ψ. Exchanging ψ' gives ψ again, so r ≤ d² r'. An exchange can therefore lower the bond dimension by a factor of at most d².

```lean
/-- The exchange leaves the ranks across the bonds to the left and to the right of the
two orbitals unchanged. -/
theorem outer_bonds_swap (n : σ → ℕ) (ψ : α → σ → σ → β → ℂ) :
    (leftMatrix (swapOrbitals n ψ)).rank = (leftMatrix ψ).rank ∧
      (rightMatrix (swapOrbitals n ψ)).rank = (rightMatrix ψ).rank := by
  classical
  -- a signed permutation acts on the side of the cut that holds both orbitals
  have hl (φ : α → σ → σ → β → ℂ) :
      (leftMatrix (swapOrbitals n φ)).rank ≤ (leftMatrix φ).rank := by
    have h : leftMatrix (swapOrbitals n φ) =
        leftMatrix φ * (Matrix.of fun (z y : σ × σ × β) =>
          if (y.2.1, y.1, y.2.2) = z then (-1 : ℂ) ^ (n y.2.1 * n y.1) else 0) := by
      ext a y
      simp only [Matrix.mul_apply, Matrix.of_apply, mul_ite, mul_zero,
        Finset.sum_ite_eq, Finset.mem_univ, if_true]
      change (-1 : ℂ) ^ (n y.2.1 * n y.1) * φ a y.2.1 y.1 y.2.2 =
        φ a y.2.1 y.1 y.2.2 * (-1 : ℂ) ^ (n y.2.1 * n y.1)
      exact mul_comm _ _
    rw [h]
    exact Matrix.rank_mul_le_left _ _
  have hr (φ : α → σ → σ → β → ℂ) :
      (rightMatrix (swapOrbitals n φ)).rank ≤ (rightMatrix φ).rank := by
    have h : rightMatrix (swapOrbitals n φ) = (Matrix.of fun (x z : α × σ × σ) =>
        if (x.1, x.2.2, x.2.1) = z then (-1 : ℂ) ^ (n x.2.2 * n x.2.1) else 0) *
          rightMatrix φ := by
      ext x b
      simp only [Matrix.mul_apply, Matrix.of_apply, ite_mul, zero_mul,
        Finset.sum_ite_eq, Finset.mem_univ, if_true]
      rfl
    rw [h]
    exact Matrix.rank_mul_le_right _ _
  have hl' := hl (swapOrbitals n ψ)
  have hr' := hr (swapOrbitals n ψ)
  rw [swap_swap] at hl' hr'
  exact ⟨le_antisymm (hl ψ) hl', le_antisymm (hr ψ) hr'⟩
```

The other two cuts keep their ranks; the symbol `∧` joins the two claims. To the left of both orbitals, the exchange only permutes the columns (s,t,b) and changes some signs, so the new matrix is the old one times a signed permutation matrix. Its rank is therefore no larger. Applying the same inequality to ψ' gives the reverse inequality, and `le_antisymm` combines the two into an equality. To the right, the signed permutation acts on the rows instead.

## A state that attains the bound

```lean
/-- The tensor in which each orbital is paired with its own side of the chain, and the two
sides share a label `k` in `κ`: `ψ((k,a),s,t,(l,b)) = δ_kl δ_as δ_tb`. -/
def pairTensor (κ σ : Type*) [DecidableEq κ] [DecidableEq σ] :
    κ × σ → σ → σ → κ × σ → ℂ :=
  fun a s t b => if a.2 = s ∧ a.1 = b.1 ∧ t = b.2 then 1 else 0
```

Each outer index is now a pair, (k,a) on the left and (l,b) on the right, with k and l in `κ`:

ψ((k,a),s,t,(l,b)) = δ(k,l) δ(a,s) δ(t,b).

Each orbital is fully correlated with its own side, and the two sides share only the label k. With r labels there are d² r entries equal to 1, so for d ≥ 1 and r ≥ 1 the nonzero normalised amplitudes are 1/(d√r). The outer labels only name basis states. For electrons, the outer state labelled a can be chosen to hold the electrons that complement those of the local state s = a, and likewise on the right, so that the total electron number is fixed.

```lean
/-- The bound is attained at every bond dimension: for orbitals with `d ≥ 1` local states,
the pair tensor with `r` shared labels has bond dimension `r` before the exchange and
`d ^ 2 * r` after it. -/
theorem bondDim_pairTensor [DecidableEq κ] [DecidableEq σ] [Nonempty σ] (n : σ → ℕ) :
    bondDim (pairTensor κ σ) = Fintype.card κ ∧
      bondDim (swapOrbitals n (pairTensor κ σ)) = Fintype.card σ ^ 2 * Fintype.card κ := by
  -- before the exchange the matrix factors through the shared label
  have upper : bondDim (pairTensor κ σ) ≤ Fintype.card κ := by
    let U : Matrix ((κ × σ) × σ) κ ℂ := Matrix.of fun x k =>
      if x.1.1 = k then (if x.1.2 = x.2 then 1 else 0) else 0
    let V : Matrix κ (σ × (κ × σ)) ℂ := Matrix.of fun k y =>
      if k = y.2.1 then (if y.1 = y.2.2 then 1 else 0) else 0
    have h : bondMatrix (pairTensor κ σ) = U * V := by
      ext ⟨⟨k, a⟩, s⟩ ⟨t, l, b⟩
      simp only [U, V, Matrix.mul_apply, Matrix.of_apply, ite_mul, zero_mul,
        Finset.sum_ite_eq, Finset.mem_univ, if_true]
      by_cases h1 : a = s <;> by_cases h2 : k = l <;> by_cases h3 : t = b <;>
        simp [bondMatrix, pairTensor, h1, h2, h3]
    unfold bondDim
    rw [h]
    exact (Matrix.rank_mul_le_left _ _).trans (Matrix.rank_le_card_width _)
  -- after the exchange it is a signed permutation, inverted by its transpose
  have lower : Fintype.card σ ^ 2 * Fintype.card κ ≤
      bondDim (swapOrbitals n (pairTensor κ σ)) := by
    have hM (x : (κ × σ) × σ) (y : σ × (κ × σ)) :
        bondMatrix (swapOrbitals n (pairTensor κ σ)) x y =
          if (x.1.2, x.1.1, x.2) = y then (-1) ^ (n x.1.2 * n x.2) else 0 := by
      obtain ⟨⟨k, a⟩, t⟩ := x
      obtain ⟨s, l, b⟩ := y
      by_cases h1 : a = s <;> by_cases h2 : k = l <;> by_cases h3 : t = b <;>
        simp [bondMatrix, swapOrbitals, pairTensor, h1, h2, h3]
    have hinv : bondMatrix (swapOrbitals n (pairTensor κ σ)) *
        (bondMatrix (swapOrbitals n (pairTensor κ σ)))ᵀ = 1 := by
      ext x x'
      simp only [Matrix.mul_apply, Matrix.transpose_apply, hM, ite_mul, zero_mul,
        Finset.sum_ite_eq, Finset.mem_univ, if_true]
      by_cases h : x = x'
      · subst h
        rw [if_pos rfl, Matrix.one_apply_eq, sign_mul_self]
      · rw [Matrix.one_apply_ne h, if_neg, mul_zero]
        intro e
        simp only [Prod.mk.injEq] at e
        exact h (Prod.ext (Prod.ext e.2.1.symm e.1.symm) e.2.2.symm)
    have hr := Matrix.rank_mul_le_left (bondMatrix (swapOrbitals n (pairTensor κ σ)))
      (bondMatrix (swapOrbitals n (pairTensor κ σ)))ᵀ
    rw [hinv, Matrix.rank_one, Fintype.card_prod, Fintype.card_prod] at hr
    unfold bondDim
    calc Fintype.card σ ^ 2 * Fintype.card κ
        = Fintype.card κ * Fintype.card σ * Fintype.card σ := by ring
      _ ≤ _ := hr
  have bound := bondDim_swap_le n (pairTensor κ σ)
  have hd : 0 < Fintype.card σ ^ 2 := pow_pos Fintype.card_pos 2
  have heq : bondDim (pairTensor κ σ) = Fintype.card κ :=
    le_antisymm upper (Nat.le_of_mul_le_mul_left (lower.trans bound) hd)
  rw [heq] at bound
  exact ⟨heq, le_antisymm bound lower⟩
```

For d ≥ 1, which is the condition `[Nonempty σ]`, this tensor has bond dimension exactly r before the exchange and d² r after it, where r is the number of labels in `κ`.

Before the exchange, the matrix factors through the shared label:

M[((k,a),s),(t,(l,b))] = Σ_j U[((k,a),s),j] V[j,(t,(l,b))],

U[((k,a),s),j] = δ(k,j) δ(a,s),

V[j,(t,(l,b))] = δ(j,l) δ(t,b).

Since j takes r values, rank M ≤ r. This is `upper`.

After the exchange, row ((k,a),t) has a single nonzero entry, ±1 in column (a,(k,t)), and different rows use different columns. Hence M' times its transpose is the identity of size d² r, so rank M' ≥ d² r. This is `lower`. With the general bound,

d² r ≤ rank M' ≤ d² rank M ≤ d² r.

All of these are equalities, and dividing by d² > 0 gives rank M = r.

The division needs d ≥ 1. With d = 0 and one label, the matrix has no entries and its rank is 0, while the first claim would say 1. So for r ≥ 1 the case d = 0 has to be excluded.

A small instance has d = 2, r = 1 and n = 0. In the order 00, 01, 10, 11 for rows and columns, the normalised matrices are

M = ½ × [1 0 0 1; 0 0 0 0; 0 0 0 0; 1 0 0 1], of rank 1,

M' = ½ × [1 0 0 0; 0 1 0 0; 0 0 1 0; 0 0 0 1], of rank 4.

The rank has grown by 2² = 4. For local states with 0 and 1 electrons, the last diagonal entry of M' becomes −½ and the rank is still 4.

## Sixteen for spatial orbitals

```lean
/-- For spatial orbitals, whose four local states hold 0, 1, 1 and 2 electrons, exchanging two
neighbours can raise the bond dimension between them from any `r` to `16 * r`. -/
theorem spatial_orbitals_sixteen (r : ℕ) :
    bondDim (pairTensor (Fin r) (Fin 4)) = r ∧
      bondDim (swapOrbitals ![0, 1, 1, 2] (pairTensor (Fin r) (Fin 4))) = 16 * r := by
  have h := bondDim_pairTensor (κ := Fin r) (σ := Fin 4) ![0, 1, 1, 2]
  rw [Fintype.card_fin, Fintype.card_fin] at h
  exact ⟨h.1, h.2.trans (by norm_num)⟩

end OrbitalSwapBondDimension
```

`Fin 4` is a set of four elements. For the two exchanged orbitals they stand for the empty, spin-up, spin-down and doubly occupied states, and `![0, 1, 1, 2]` lists their electron numbers. The sign is −1 only when both orbitals are singly occupied. Putting d = 4 into the previous theorem gives r before the exchange and 16r after it. For r = 0 the tensor has no entries and both ranks vanish; for r ≥ 1 the nonzero normalised amplitudes are 1/(4√r).

The case r = 1 can be pictured with four spatial orbitals in a row, the first paired with the second and the third with the fourth. Let the label of each outer orbital name the complementary occupation, so that empty is paired with doubly occupied and spin-up with spin-down. Each pair then holds two electrons. The middle cut separates the two pairs and has rank 1. Exchanging the middle orbitals makes that cut run through both pairs, and its rank becomes 16.

For DMRG orbital reordering, the result bounds the growth caused by one exact exchange of neighbours with finite local spaces, before any truncation. It says nothing about how well the new state can be compressed, or about which ordering is best for a given molecule.

```lean
#print axioms OrbitalSwapBondDimension.bondDim_swap_le
-- 'OrbitalSwapBondDimension.bondDim_swap_le' depends on axioms: [propext, Classical.choice, Quot.sound]
#print axioms OrbitalSwapBondDimension.bondDim_le_swap
-- 'OrbitalSwapBondDimension.bondDim_le_swap' depends on axioms: [propext, Classical.choice, Quot.sound]
#print axioms OrbitalSwapBondDimension.outer_bonds_swap
-- 'OrbitalSwapBondDimension.outer_bonds_swap' depends on axioms: [propext, Classical.choice, Quot.sound]
#print axioms OrbitalSwapBondDimension.spatial_orbitals_sixteen
-- 'OrbitalSwapBondDimension.spatial_orbitals_sixteen' depends on axioms: [propext, Classical.choice, Quot.sound]
```
